# Ground-state magnetisations fix the longitudinal fields of a finite Ising model with given interaction and positive transverse fields

**Q:** My code takes target site magnetisations and adjusts the longitudinal fields until the ground state reproduces them. When the fit converges, may I report *the* fields, or only some fields that work?

**A:** *The* fields, if the match is exact, the interaction is diagonal in the $z$ spins (Ising type), it and the transverse fields are held fixed, and every transverse field is positive. For finite spin lattices of this kind, that is the uniqueness on which density-functional inversion rests.

**Q:** Show me by hand first.

**A:** Let $s=(s_i)$ with $s_i=\pm1$ be a configuration of $L$ spins, and let $F_is$ be $s$ with spin $i$ flipped. With real interaction $W$, longitudinal fields $v_i$ and transverse fields $h_i>0$,

$$(H(v)\psi)(s)=D_v(s)\psi(s)-\sum_i h_i\,\psi(F_is),\qquad D_v(s)=W(s)+\sum_i v_is_i .$$

Write $E_v[\chi]=\langle\chi|H(v)|\chi\rangle$ and $m_i[\chi]=\sum_s s_i|\chi(s)|^2$. Let $\psi$ and $\varphi$ be normalised ground states of $H(v)$ and $H(w)$ with equal $m_i$.

*A minimiser solves the Schrödinger equation.* Put $E=E_v[\psi]$ and $r=H(v)\psi-E\psi$. For real $t$, minimality applied to $\psi+tr$ gives
$$0\le 2t\|r\|^2+t^2\big(E_v[r]-E\|r\|^2\big).$$
This holds for both signs of small $t$ only if $r=0$.

*No amplitude vanishes.* Since
$$E_v[\psi]=\sum_s D_v(s)|\psi(s)|^2-\sum_i h_i\sum_s\mathrm{Re}\,\overline{\psi(s)}\,\psi(F_is)$$
and $\mathrm{Re}\,z\le|z|$, the moduli $|\psi|$ have no higher energy, so they too form a ground state. If $\psi(s)=0$, their Schrödinger equation at $s$ reads $\sum_ih_i|\psi(F_is)|=0$, so every flipped neighbour vanishes. Repeated flips reach all configurations, contradicting normalisation. The same argument applies to $\varphi$.

*The fields agree.* For any $\chi$, $E_v[\chi]=E_w[\chi]+\sum_i(v_i-w_i)m_i[\chi]$. The last sum has the same value $\Delta$ for $\psi$ and $\varphi$, so
$$E_v[\varphi]=E_w[\varphi]+\Delta\le E_w[\psi]+\Delta=E_v[\psi]\le E_v[\varphi].$$
Thus $\varphi$ is a ground state of both Hamiltonians. Subtracting its two Schrödinger equations and dividing by $\varphi(s)\ne0$ gives
$$\sum_i(v_i-w_i)s_i=E_v[\varphi]-E_w[\varphi]\quad\text{for every }s.$$
Comparing all spins up with the same configuration after flipping spin $i$ gives $2(v_i-w_i)=0$.

**Q:** Electronic density functional theory leaves a free constant in the potential. Where did it go?

**A:** There, a constant potential couples to the fixed particle number. Here, a uniform $v$ couples to the total magnetisation, which varies between configurations.

**Q:** Now the code. Are its spins my spins?

**A:** `Config L` assigns each site a unit of the integers, hence $1$ or $-1$. `spin` reads that as a real number, a Pauli-$z$ eigenvalue without a factor $\hbar/2$, and `flipSpin` is $F_i$.

In Lean 4 with Mathlib:

```lean
import Mathlib

open ComplexConjugate

namespace IsingHohenbergKohn

noncomputable section

/-- Configurations of `L` Ising spins, each equal to `1` or `-1`. -/
abbrev Config (L : ℕ) := Fin L → ℤˣ

/-- The value of spin `i` as a real number. -/
def spin {L : ℕ} (s : Config L) (i : Fin L) : ℝ := ((s i : ℤ) : ℝ)

/-- The configuration with spin `i` reversed. -/
def flipSpin {L : ℕ} (i : Fin L) (s : Config L) : Config L :=
  Function.update s i (-s i)
```

**Q:** And the Hamiltonian?

**A:** `diag` is $D_v$, and `ham` is the action above, including the minus sign before $h_i$. `W` is an arbitrary real function of the configuration, so any range and any many-spin coupling diagonal in $s$ is allowed.

```lean
/-- The diagonal part of the Hamiltonian: interaction plus longitudinal fields. -/
def diag {L : ℕ} (W : Config L → ℝ) (v : Fin L → ℝ) (s : Config L) : ℝ :=
  W s + ∑ i, v i * spin s i

/-- The transverse-field Ising Hamiltonian acting on a wavefunction. -/
def ham {L : ℕ} (h : Fin L → ℝ) (W : Config L → ℝ) (v : Fin L → ℝ)
    (ψ : Config L → ℂ) (s : Config L) : ℂ :=
  (diag W v s : ℂ) * ψ s - ∑ i, (h i : ℂ) * ψ (flipSpin i s)
```

**Q:** Why does the energy take a real part?

**A:** It makes the energy a real number; as $H$ is Hermitian, nothing is lost in an expectation value. For a general $\chi$, `energy` and `magnetisation` must be divided by `totalProb` to give expectation values. For normalised ground states they already are.

```lean
/-- The real part of the matrix element of the Hamiltonian between two states. -/
def element {L : ℕ} (h : Fin L → ℝ) (W : Config L → ℝ) (v : Fin L → ℝ)
    (χ ψ : Config L → ℂ) : ℝ :=
  ∑ s, (conj (χ s) * ham h W v ψ s).re

/-- The energy expectation value, before division by the squared norm. -/
def energy {L : ℕ} (h : Fin L → ℝ) (W : Config L → ℝ) (v : Fin L → ℝ)
    (ψ : Config L → ℂ) : ℝ := element h W v ψ ψ

/-- The total probability, or squared norm, of a wavefunction. -/
def totalProb {L : ℕ} (ψ : Config L → ℂ) : ℝ := ∑ s, ‖ψ s‖ ^ 2

/-- The magnetisation at site `i`, before division by the squared norm. -/
def magnetisation {L : ℕ} (ψ : Config L → ℂ) (i : Fin L) : ℝ :=
  ∑ s, spin s i * ‖ψ s‖ ^ 2
```

**Q:** Does "ground state" smuggle in the eigenvalue equation or nondegeneracy?

**A:** Neither. It means norm one and $E_v[\psi]\,\|\chi\|^2\le E_v[\chi]$ for every complex $\chi$.

```lean
/-- A ground state is a normalised state whose energy bounds every Rayleigh quotient
from below. -/
def IsGroundState {L : ℕ} (h : Fin L → ℝ) (W : Config L → ℝ) (v : Fin L → ℝ)
    (ψ : Config L → ℂ) : Prop :=
  totalProb ψ = 1 ∧ ∀ χ, energy h W v ψ * totalProb χ ≤ energy h W v χ
```

**Q:** Then the proof must supply the rest. How do zeros travel across the lattice?

**A:** `flip_induction` changes $s$ into $t$ site by site, by induction on the set of sites already changed.

```lean
variable {L : ℕ} {h : Fin L → ℝ} {W : Config L → ℝ} {v w : Fin L → ℝ}

/-- A property preserved by all single spin flips passes from one configuration to
every other. -/
theorem flip_induction (P : Config L → Prop) (step : ∀ s i, P s → P (flipSpin i s))
    {s : Config L} (hs : P s) (t : Config L) : P t := by
  have unit : ∀ x y : ℤˣ, x ≠ y → x = -y := by decide
  -- change the spins from s to t one site at a time
  have key : ∀ A : Finset (Fin L), P (fun j => if j ∈ A then t j else s j) := by
    intro A
    induction A using Finset.induction_on with
    | empty => simpa using hs
    | insert a A ha ih =>
      by_cases e : t a = s a
      · convert ih using 1
        funext j
        by_cases hj : j = a
        · subst hj
          simp [ha, e]
        · simp [hj]
      · have e' := unit _ _ e
        convert step _ a ih using 1
        funext j
        by_cases hj : j = a
        · subst hj
          simp [flipSpin, ha, e']
        · simp [flipSpin, hj]
  simpa using key Finset.univ
```

`element_eq` separates diagonal and flip terms. `element_comm` gets symmetry by reindexing the sum with $F_i$, which is its own inverse.

```lean
/-- The real part of a matrix element is a diagonal part minus spin-flip terms weighted by the
transverse fields. -/
theorem element_eq (χ ψ : Config L → ℂ) :
    element h W v χ ψ = ∑ s, diag W v s * (conj (χ s) * ψ s).re
      - ∑ i, h i * ∑ s, (conj (χ s) * ψ (flipSpin i s)).re := by
  have key : ∀ s, (conj (χ s) * ham h W v ψ s).re = diag W v s * (conj (χ s) * ψ s).re
      - ∑ i, h i * (conj (χ s) * ψ (flipSpin i s)).re := by
    intro s
    simp only [ham, mul_sub, Finset.mul_sum, Complex.sub_re, Complex.re_sum]
    congr 1
    · simp only [Complex.mul_re, Complex.mul_im, Complex.ofReal_re, Complex.ofReal_im]
      ring
    · refine Finset.sum_congr rfl fun i _ => ?_
      simp only [Complex.mul_re, Complex.mul_im, Complex.ofReal_re, Complex.ofReal_im]
      ring
  unfold element
  rw [Finset.sum_congr rfl fun s _ => key s, Finset.sum_sub_distrib, Finset.sum_comm]
  simp only [Finset.mul_sum]

/-- The real part of the matrix element is symmetric in the two states. -/
theorem element_comm (χ ψ : Config L → ℂ) :
    element h W v χ ψ = element h W v ψ χ := by
  have swap : ∀ a b : ℂ, (conj a * b).re = (conj b * a).re := by
    intro a b
    simp only [Complex.mul_re, Complex.conj_re, Complex.conj_im]
    ring
  have inv : ∀ i : Fin L, Function.Involutive (flipSpin i) := by
    intro i s
    simp [flipSpin]
  rw [element_eq χ ψ, element_eq ψ χ]
  congr 1
  · exact Finset.sum_congr rfl fun s _ => by rw [swap]
  · refine Finset.sum_congr rfl fun i _ => ?_
    congr 1
    refine Fintype.sum_equiv (inv i).toPerm _ _ fun s => ?_
    change _ = (conj (ψ (flipSpin i s)) * χ (flipSpin i (flipSpin i s))).re
    rw [inv i s, swap]
```

`energy_norm_le` is the comparison with moduli, and needs only $h_i\ge0$.

```lean
/-- For nonnegative transverse fields, replacing all amplitudes by their moduli does not
raise the energy. -/
theorem energy_norm_le (hh : ∀ i, 0 ≤ h i) (ψ : Config L → ℂ) :
    energy h W v (fun s => (‖ψ s‖ : ℂ)) ≤ energy h W v ψ := by
  have e : ∀ x y : ℝ, (conj (x : ℂ) * (y : ℂ)).re = x * y := by
    intro x y
    simp
  unfold energy
  rw [element_eq (fun s => (‖ψ s‖ : ℂ)), element_eq ψ ψ]
  refine sub_le_sub (le_of_eq (Finset.sum_congr rfl fun s _ => ?_))
    (Finset.sum_le_sum fun i _ =>
      mul_le_mul_of_nonneg_left (Finset.sum_le_sum fun s _ => ?_) (hh i))
  · have n := Complex.sq_norm (ψ s)
    rw [Complex.normSq_apply] at n
    rw [e]
    simp only [Complex.mul_re, Complex.conj_re, Complex.conj_im]
    linear_combination diag W v s * n
  · have n := Complex.re_le_norm (conj (ψ s) * ψ (flipSpin i s))
    rw [norm_mul, RCLike.norm_conj] at n
    rw [e]
    exact n
```

**Q:** And the variation along the residual?

**A:** `schrodinger` expands energy and norm in $t$. Instead of taking small $t$, it uses the discriminant: a nonnegative quadratic with zero constant term has $(2\|r\|^2)^2\le0$.

```lean
/-- A ground state solves the stationary Schrödinger equation with its own energy. -/
theorem schrodinger {ψ : Config L → ℂ} (hψ : IsGroundState h W v ψ) (s : Config L) :
    ham h W v ψ s = (energy h W v ψ : ℂ) * ψ s := by
  -- r is the residual of the Schrödinger equation
  obtain ⟨r, hr⟩ : ∃ r : Config L → ℂ,
      ∀ s, ham h W v ψ s = r s + (energy h W v ψ : ℂ) * ψ s :=
    ⟨fun s => ham h W v ψ s - (energy h W v ψ : ℂ) * ψ s,
      fun s => (sub_add_cancel _ _).symm⟩
  have hlin : ∀ (t : ℝ) (s : Config L), ham h W v (fun s => ψ s + (t : ℂ) * r s) s
      = ham h W v ψ s + (t : ℂ) * ham h W v r s := by
    intro t s
    have e : ∑ i, (h i : ℂ) * (ψ (flipSpin i s) + (t : ℂ) * r (flipSpin i s))
        = ∑ i, (h i : ℂ) * ψ (flipSpin i s)
          + (t : ℂ) * ∑ i, (h i : ℂ) * r (flipSpin i s) := by
      rw [Finset.mul_sum, ← Finset.sum_add_distrib]
      exact Finset.sum_congr rfl fun i _ => by ring
    simp only [ham]
    rw [e]
    ring
  have hE : ∀ t : ℝ, energy h W v (fun s => ψ s + (t : ℂ) * r s) = energy h W v ψ
      + t * (element h W v ψ r + element h W v r ψ) + t ^ 2 * energy h W v r := by
    intro t
    simp only [energy, element, hlin, Finset.mul_sum, ← Finset.sum_add_distrib]
    refine Finset.sum_congr rfl fun s _ => ?_
    simp only [Complex.add_re, Complex.add_im, Complex.mul_re, Complex.mul_im,
      Complex.conj_re, Complex.conj_im, Complex.ofReal_re, Complex.ofReal_im]
    ring
  have hN : ∀ t : ℝ, totalProb (fun s => ψ s + (t : ℂ) * r s) = totalProb ψ
      + t * (2 * ∑ s, (conj (r s) * ψ s).re) + t ^ 2 * totalProb r := by
    intro t
    simp only [totalProb, Finset.mul_sum, ← Finset.sum_add_distrib]
    refine Finset.sum_congr rfl fun s _ => ?_
    simp only [Complex.sq_norm, Complex.normSq_apply, Complex.add_re, Complex.add_im,
      Complex.mul_re, Complex.mul_im, Complex.conj_re, Complex.conj_im,
      Complex.ofReal_re, Complex.ofReal_im]
    ring
  have hR : element h W v r ψ
      = totalProb r + energy h W v ψ * ∑ s, (conj (r s) * ψ s).re := by
    unfold element totalProb
    rw [Finset.mul_sum, ← Finset.sum_add_distrib]
    refine Finset.sum_congr rfl fun s _ => ?_
    rw [hr s, Complex.sq_norm, Complex.normSq_apply]
    simp only [Complex.add_re, Complex.add_im, Complex.mul_re, Complex.mul_im,
      Complex.conj_re, Complex.conj_im, Complex.ofReal_re, Complex.ofReal_im]
    ring
  -- along ψ + t r, the energy minus (energy of ψ) * (squared norm) is minimal at t = 0
  have hq : ∀ t : ℝ, 0 ≤ (energy h W v r - energy h W v ψ * totalProb r) * (t * t)
      + (2 * totalProb r) * t + 0 := by
    intro t
    have m := hψ.2 (fun s => ψ s + (t : ℂ) * r s)
    rw [hE, hN, hψ.1, element_comm ψ r, hR] at m
    linarith
  have hd := discrim_le_zero hq
  unfold discrim at hd
  have h2 : totalProb r ^ 2 = 0 := le_antisymm (by nlinarith) (sq_nonneg _)
  have h0 : totalProb r = 0 := (pow_eq_zero_iff two_ne_zero).mp h2
  unfold totalProb at h0
  have hs := (Finset.sum_eq_zero_iff_of_nonneg (fun s _ => sq_nonneg ‖r s‖)).mp h0 s
    (Finset.mem_univ s)
  have hrs : r s = 0 := by simpa using hs
  rw [hr s, hrs, zero_add]
```

`groundState_ne_zero` combines the moduli, the spreading of zeros and normalisation.

```lean
/-- With positive transverse fields, a ground state has a nonzero amplitude on every
spin configuration. -/
theorem groundState_ne_zero (hh : ∀ i, 0 < h i) {ψ : Config L → ℂ}
    (hψ : IsGroundState h W v ψ) (s : Config L) : ψ s ≠ 0 := by
  intro hs
  have hN : ∀ χ : Config L → ℂ, 0 ≤ totalProb χ :=
    fun χ => Finset.sum_nonneg fun s _ => sq_nonneg _
  -- the moduli form a ground state as well
  have ha : IsGroundState h W v (fun s => (‖ψ s‖ : ℂ)) := by
    refine ⟨?_, fun χ => (mul_le_mul_of_nonneg_right
      (energy_norm_le (fun i => (hh i).le) ψ) (hN χ)).trans (hψ.2 χ)⟩
    rw [← hψ.1]
    simp [totalProb]
  -- a zero amplitude spreads to all neighbouring configurations
  have step : ∀ s i, ψ s = 0 → ψ (flipSpin i s) = 0 := by
    intro s i h0
    have e := schrodinger ha s
    simp only [ham, h0, norm_zero, Complex.ofReal_zero, mul_zero, zero_sub,
      neg_eq_zero] at e
    have e' : ∑ i, h i * ‖ψ (flipSpin i s)‖ = 0 := by exact_mod_cast e
    have z := (Finset.sum_eq_zero_iff_of_nonneg
      (fun i _ => mul_nonneg (hh i).le (norm_nonneg (ψ (flipSpin i s))))).mp e' i
      (Finset.mem_univ i)
    exact norm_eq_zero.mp ((mul_eq_zero.mp z).resolve_left (hh i).ne')
  have all := flip_induction (fun s => ψ s = 0) step hs
  have one := hψ.1
  simp [totalProb, all] at one
```

The next two lemmas give the change in the diagonal and in the energy when $w$ is replaced by $v$.

```lean
/-- Two Hamiltonians with the same interaction differ on the diagonal by the difference
of their longitudinal field terms. -/
theorem diag_sub (s : Config L) :
    diag W v s - diag W w s = ∑ i, (v i - w i) * spin s i := by
  simp only [diag, sub_mul, Finset.sum_sub_distrib]
  ring

/-- Changing the longitudinal fields changes the energy of a fixed state by the field
differences times the site magnetisations. -/
theorem energy_shift (χ : Config L → ℂ) :
    energy h W v χ = energy h W w χ + ∑ i, (v i - w i) * magnetisation χ i := by
  have m : ∑ i, (v i - w i) * magnetisation χ i
      = ∑ s, (diag W v s - diag W w s) * ‖χ s‖ ^ 2 := by
    simp only [magnetisation, Finset.mul_sum]
    rw [Finset.sum_comm]
    refine Finset.sum_congr rfl fun s _ => ?_
    rw [diag_sub, Finset.sum_mul]
    exact Finset.sum_congr rfl fun i _ => by ring
  have d : ∑ s, diag W v s * (conj (χ s) * χ s).re
      = ∑ s, diag W w s * (conj (χ s) * χ s).re
        + ∑ s, (diag W v s - diag W w s) * ‖χ s‖ ^ 2 := by
    rw [← Finset.sum_add_distrib]
    refine Finset.sum_congr rfl fun s _ => ?_
    rw [Complex.sq_norm, Complex.normSq_apply]
    simp only [Complex.mul_re, Complex.conj_re, Complex.conj_im]
    ring
  unfold energy
  rw [m, element_eq (v := v), element_eq (v := w), d]
  ring
```

**Q:** What exactly does the main theorem say?

**A:** Given the same `h` and `W`, all `h i` positive, and one ground state for each of `v` and `w` with equal magnetisation at every site, `v = w`. In the proof, `linarith` closes the chain of inequalities, `key` is the divided equation, and `k` is the single flip.

```lean
/-- Hohenberg-Kohn uniqueness for the transverse-field Ising model: for the same interaction and the
same positive transverse fields, equal ground-state magnetisations at all sites imply equal
longitudinal fields. -/
theorem hohenberg_kohn (hh : ∀ i, 0 < h i) {ψ φ : Config L → ℂ}
    (hψ : IsGroundState h W v ψ) (hφ : IsGroundState h W w φ)
    (hm : ∀ i, magnetisation ψ i = magnetisation φ i) : v = w := by
  -- the two variational inequalities are equalities
  have a := hψ.2 φ
  have b := hφ.2 ψ
  rw [hφ.1, mul_one] at a
  rw [hψ.1, mul_one] at b
  have c := energy_shift (h := h) (W := W) (v := v) (w := w) ψ
  have d := energy_shift (h := h) (W := W) (v := v) (w := w) φ
  simp only [hm] at c
  have e : energy h W v φ = energy h W v ψ := by linarith
  have hφv : IsGroundState h W v φ := ⟨hφ.1, fun χ => by rw [e]; exact hψ.2 χ⟩
  -- divide the difference of the Schrödinger equations by the nonzero amplitude
  have key : ∀ s, ∑ i, (v i - w i) * spin s i = energy h W v φ - energy h W w φ := by
    intro s
    have h1 := schrodinger hφv s
    have h2 := schrodinger hφ s
    simp only [ham] at h1 h2
    have z : ((diag W v s - diag W w s - (energy h W v φ - energy h W w φ) : ℝ) : ℂ)
        * φ s = 0 := by
      push_cast
      linear_combination h1 - h2
    have z' := Complex.ofReal_eq_zero.mp
      ((mul_eq_zero.mp z).resolve_right (groundState_ne_zero hh hφ s))
    rw [← diag_sub (W := W)]
    linarith
  -- flipping spin i isolates the field difference at site i
  funext i
  have k : ∑ j, (v j - w j) * spin (fun _ => 1) j
      - ∑ j, (v j - w j) * spin (flipSpin i (fun _ => 1)) j = 2 * (v i - w i) := by
    rw [← Finset.sum_sub_distrib, Finset.sum_eq_single i]
    · simp [spin, flipSpin]
      ring
    · intro j _ hj
      simp [spin, flipSpin, hj]
    · intro hi
      exact absurd (Finset.mem_univ i) hi
  rw [key, key] at k
  linarith
```

**Q:** So every magnetisation profile has its field?

**A:** The theorem does not address that. A saturated site, $m_i=\pm1$, is excluded because no amplitude vanishes. Beyond that, this is the uniqueness half of the Hohenberg-Kohn argument: it constructs no universal functional, does not say which profiles can occur, and gives no error bound when magnetisations match only approximately.

**Q:** What breaks if I switch the transverse field off?

**A:** Take one spin with $h=0$ and $W=0$. For $v=1$ and for $v=2$ the ground state is spin down, with magnetisation $-1$, so the magnetisation cannot tell the fields apart. `allDown_isGroundState` proves the general version: with no transverse field or interaction, the all-down state is a ground state for every nonnegative `v`.

```lean
/-- The state with all spins equal to `-1`. -/
def allDown (L : ℕ) : Config L → ℂ := fun s => if s = (fun _ => -1) then 1 else 0

/-- Without transverse field and interaction, the all-down state is a ground state for
every choice of nonnegative longitudinal fields. -/
theorem allDown_isGroundState (hv : ∀ i, 0 ≤ v i) :
    IsGroundState (fun _ => 0) (fun _ => 0) v (allDown L) := by
  have nd : ∀ s, ‖allDown L s‖ ^ 2 = if s = (fun _ => -1) then (1 : ℝ) else 0 := by
    intro s
    unfold allDown
    split_ifs <;> simp
  have en : ∀ χ : Config L → ℂ, energy (fun _ => 0) (fun _ => 0) v χ
      = ∑ s, (∑ i, v i * spin s i) * ‖χ s‖ ^ 2 := by
    intro χ
    unfold energy
    rw [element_eq]
    simp only [zero_mul, Finset.sum_const_zero, sub_zero, diag, zero_add]
    refine Finset.sum_congr rfl fun s _ => ?_
    rw [Complex.sq_norm, Complex.normSq_apply]
    simp only [Complex.mul_re, Complex.conj_re, Complex.conj_im]
    ring
  refine ⟨?_, fun χ => ?_⟩
  · simp only [totalProb, nd, Finset.sum_ite_eq', Finset.mem_univ, if_true]
  · rw [en, en]
    simp only [nd, mul_ite, mul_one, mul_zero, Finset.sum_ite_eq', Finset.mem_univ, if_true]
    unfold totalProb
    rw [Finset.mul_sum]
    refine Finset.sum_le_sum fun s _ => mul_le_mul_of_nonneg_right
      (Finset.sum_le_sum fun i _ => mul_le_mul_of_nonneg_left ?_ (hv i)) (sq_nonneg _)
    rcases Int.units_eq_one_or (s i) with hs | hs <;> norm_num [spin, hs]

end

end IsingHohenbergKohn
```

```lean
#print axioms IsingHohenbergKohn.hohenberg_kohn
-- 'IsingHohenbergKohn.hohenberg_kohn' depends on axioms: [propext, Classical.choice, Quot.sound]
#print axioms IsingHohenbergKohn.allDown_isGroundState
-- 'IsingHohenbergKohn.allDown_isGroundState' depends on axioms: [propext, Classical.choice, Quot.sound]
```
